# The projector onto the negative-energy orbitals of a finite Hermitian hopping matrix is a fermionic one-body density matrix

For non-interacting fermions on a finite set of modes with Hermitian hopping matrix `h`, let P be the orthogonal projector onto the span of the eigenvectors with negative eigenvalue, so that orbitals of zero or positive energy are left empty. The theorem `negativeProjector_density` states that P is a one-body density matrix, meaning that both P and 1 − P are positive semidefinite, which is the condition that occupations lie between 0 and 1. The attempt first shows that P is Hermitian and idempotent. It then writes P as P†P and 1 − P as (1 − P)†(1 − P), and uses the fact that any matrix of the form A†A is positive semidefinite.

An attempt in Lean 4 with a fault in it:

```lean
import Mathlib

open Matrix
open scoped ComplexOrder

namespace OneBodyDensityBound

noncomputable section

variable {n : Type*} [Fintype n] [DecidableEq n] {h g : Matrix n n ℂ}

/-- A one-body density matrix of fermions: both `g` and `1 - g` are positive semidefinite. -/
structure IsOneBodyDensity (g : Matrix n n ℂ) : Prop where
  nonneg : g.PosSemidef
  le_one : (1 - g).PosSemidef

/-- The unitary matrix whose columns are orthonormal eigenvectors of the hopping matrix. -/
def orbitalMatrix (hh : h.IsHermitian) : Matrix n n ℂ := hh.eigenvectorUnitary

/-- The diagonal matrix with entry one at negative eigenvalues and zero elsewhere. -/
def filling (hh : h.IsHermitian) : Matrix n n ℂ :=
  diagonal fun i => if hh.eigenvalues i < 0 then 1 else 0

/-- The projector onto the span of the eigenvectors with negative eigenvalue. -/
def negativeProjector (hh : h.IsHermitian) : Matrix n n ℂ :=
  orbitalMatrix hh * filling hh * (orbitalMatrix hh)ᴴ

/-- The orbitals are orthonormal and complete. -/
theorem orbitalMatrix_unitary (hh : h.IsHermitian) :
    (orbitalMatrix hh)ᴴ * orbitalMatrix hh = 1 ∧
      orbitalMatrix hh * (orbitalMatrix hh)ᴴ = 1 := by
  have h1 : (orbitalMatrix hh)ᴴ * orbitalMatrix hh = 1 :=
    Matrix.mem_unitaryGroup_iff'.1 hh.eigenvectorUnitary.2
  exact ⟨h1, mul_eq_one_comm.1 h1⟩

/-- The projector onto the negative-eigenvalue orbitals is a one-body density matrix. -/
theorem negativeProjector_density (hh : h.IsHermitian) :
    IsOneBodyDensity (negativeProjector hh) := by
  have hD : (filling hh)ᴴ = filling hh := by
    unfold filling
    rw [Matrix.diagonal_conjTranspose]
    congr 1
    funext i
    rw [Pi.star_apply]
    split_ifs <;> simp
  have hDD : filling hh * filling hh = filling hh := by
    unfold filling
    rw [Matrix.diagonal_mul_diagonal]
    congr 1
    funext i
    split_ifs <;> simp
  have hP : (negativeProjector hh)ᴴ = negativeProjector hh := by
    simp only [negativeProjector, Matrix.conjTranspose_mul, Matrix.conjTranspose_conjTranspose,
      hD, Matrix.mul_assoc]
  have hPP : negativeProjector hh * negativeProjector hh = negativeProjector hh := by
    unfold negativeProjector
    calc _ = orbitalMatrix hh * filling hh * ((orbitalMatrix hh)ᴴ * orbitalMatrix hh) *
          filling hh * (orbitalMatrix hh)ᴴ := by simp only [Matrix.mul_assoc]
      _ = orbitalMatrix hh * (filling hh * filling hh) * (orbitalMatrix hh)ᴴ := by
          rw [(orbitalMatrix_unitary hh).1, Matrix.mul_one]; simp only [Matrix.mul_assoc]
      _ = _ := by rw [hDD]
  -- a Hermitian idempotent has the form A†A, and so does its complement
  constructor
  · have k := Matrix.posSemidef_conjTranspose_mul_self (negativeProjector hh)
    rwa [hP, hPP] at k
  · have k := Matrix.posSemidef_conjTranspose_mul_self (1 - negativeProjector hh)
    have e : (1 - negativeProjector hh) * (1 - negativeProjector hh) =
        1 - negativeProjector hh := by
      rw [Matrix.mul_sub, Matrix.sub_mul, hPP, Matrix.mul_one, Matrix.one_mul, sub_self, sub_zero]
    rwa [Matrix.conjTranspose_sub, Matrix.conjTranspose_one, hP, e] at k

end

end OneBodyDensityBound
```

Compiling this gives:

```
Main.lean:69:42: error: Tactic `rewrite` failed: Did not find an occurrence of the pattern
  negativeProjector hh * negativeProjector hh
in the target expression
  1 * 1 - negativeProjector hh * 1 - (1 - negativeProjector hh) * negativeProjector hh = 1 - negativeProjector hh

n : Type u_1
inst✝¹ : Fintype n
inst✝ : DecidableEq n
h : Matrix n n ℂ
hh : h.IsHermitian
hD : (filling hh)ᴴ = filling hh
hDD : filling hh * filling hh = filling hh
hP : (negativeProjector hh)ᴴ = negativeProjector hh
hPP : negativeProjector hh * negativeProjector hh = negativeProjector hh
k : ((1 - negativeProjector hh)ᴴ * (1 - negativeProjector hh)).PosSemidef
⊢ 1 * 1 - negativeProjector hh * 1 - (1 - negativeProjector hh) * negativeProjector hh = 1 - negativeProjector hh
```

Diagnosis. The error is in the proof that (1 − P)(1 − P) = 1 − P, where P is `negativeProjector hh`. Lean reports that `hPP` cannot be used because the product P * P does not occur in the goal. `Matrix.mul_sub` had turned the left side into (1 − P) * 1 − (1 − P) * P. A `rw` step fixes the variables of its lemma at the first match and rewrites only copies of that instance, so `Matrix.sub_mul` expanded (1 − P) * 1 and left (1 − P) * P closed.

The repair changes only the order of the rewrites. `Matrix.sub_mul` now comes first and gives 1 * (1 − P) − P * (1 − P). `Matrix.one_mul` reduces the first term to 1 − P, so the only product left for `Matrix.mul_sub` to expand is P * (1 − P), which becomes P * 1 − P * P. Now `hPP` applies, and the remaining rewrites reduce the left side to 1 − P.

The change, after which it compiles:

```diff
@@ -67,5 +67,5 @@
     have e : (1 - negativeProjector hh) * (1 - negativeProjector hh) =
         1 - negativeProjector hh := by
-      rw [Matrix.mul_sub, Matrix.sub_mul, hPP, Matrix.mul_one, Matrix.one_mul, sub_self, sub_zero]
+      rw [Matrix.sub_mul, Matrix.one_mul, Matrix.mul_sub, hPP, Matrix.mul_one, sub_self, sub_zero]
     rwa [Matrix.conjTranspose_sub, Matrix.conjTranspose_one, hP, e] at k
 
```
